# An intermediate spin sector is the unique ground sector at some field exactly when its energy lies below every chord

Take two spins 1/2 with the coupling \(J\,\mathbf S_1\cdot\mathbf S_2\), and count flipped spins from the state in which both point down along a fixed axis. Let \(e_j\) be the lowest zero-field energy with \(j\) spins flipped, and let a field along this axis lower the energy by \(B\) per flip, where \(B\) may have either sign. Up to a field-dependent shift common to all sectors, the three levels in the field are
\[
e_0,\qquad e_1-B,\qquad e_2-2B .
\]
The middle one is lowest, without a tie, when \(B>e_1-e_0\) and \(B<e_2-e_1\). Such a field exists if and only if \(e_1-e_0<e_2-e_1\), that is, if \(e_1\) lies below the midpoint of \(e_0\) and \(e_2\).

For \(J>0\) the energies are \(J/4,\,-3J/4,\,J/4\), and the singlet wins for \(-J<B<J\). For \(J<0\) all three equal \(J/4\). The two conditions then read \(B>0\) and \(B<0\), and the ground sector changes directly from zero flips to two as \(B\) passes through zero.

## Crossing fields and chords

Now let there be sectors \(j=0,\dots,n\) with real energies \(e_j\), and write \(E_j(B)=e_j-jB\). For \(i<k\) define the crossing field and the chord
\[
b_{ik}=\frac{e_k-e_i}{k-i},\qquad L_{ik}(m)=e_i+b_{ik}(m-i).
\]
The crossing field is the field at which \(E_i=E_k\). It is also the slope of the chord, the straight line through \((i,e_i)\) and \((k,e_k)\).

**Claim.** Let \(0<m<n\). Some real \(B\) makes \(m\) the unique minimizer of \(E_j(B)\) over \(0\le j\le n\) if and only if \(e_m<L_{ik}(m)\) whenever \(i<m<k\le n\).

Compare \(m\) first with a lower sector \(i<m\). The inequality \(e_m-mB<e_i-iB\) rearranges to \(e_m-e_i<(m-i)B\), and since \(m-i>0\) this means \(b_{im}<B\). For a higher sector \(k>m\), the inequality \(e_m-mB<e_k-kB\) becomes \((k-m)B<e_k-e_m\), or \(B<b_{mk}\). Lower sectors therefore bound the field from below and higher sectors bound it from above.

Next, multiply the gap between chord and level by \(k-i\):
\[
\begin{aligned}
(L_{ik}(m)-e_m)(k-i)&=e_i(k-m)+e_k(m-i)-e_m(k-i)\\
&=(e_k-e_m)(m-i)-(e_m-e_i)(k-m)\\
&=(m-i)(k-m)\,(b_{mk}-b_{im}).
\end{aligned}
\]
All the integer factors are positive, so \(e_m<L_{ik}(m)\) is equivalent to \(b_{im}<b_{mk}\).

If a suitable \(B\) exists, then \(b_{im}<B<b_{mk}\) for every such pair, and \(e_m\) is below every chord. Conversely, suppose that it is below every chord. Choose \(i\) with the largest \(b_{im}\) and \(k\) with the smallest \(b_{mk}\); both exist because there are finitely many sectors and at least one on each side. The chord condition for this one pair gives \(b_{im}<b_{mk}\), and the midpoint of the two satisfies every bound.

## Ties and skipped sectors

With \(\le\) in place of \(<\), the same argument shows that \(m\) is a minimizer at some field, possibly a tied one, if and only if \(e_m\le L_{ik}(m)\) for all these chords. This weak version is argued here by hand only; the code below treats the strict one. A level exactly on a chord can thus at best share the minimum, as the middle sector does for \(J<0\) at \(B=0\).

A level strictly above a chord cannot even do that. The field terms combine linearly, so
\[
\frac{(k-m)E_i(B)+(m-i)E_k(B)}{k-i}=L_{ik}(m)-mB<E_m(B).
\]
A weighted average of \(E_i\) and \(E_k\) lies below \(E_m\), hence so does the smaller of the two.

## Levels and fields in Lean

```lean
import Mathlib

namespace SpinTransitionsInField

noncomputable section
```

The zero-field energies are a function `e : ℕ → ℝ`, of which only the values up to `n` matter.

```lean
/-- Energy in the field `B` of the lowest state with `j` flipped spins, where `e j` is its
zero-field energy and each flipped spin lowers the energy by `B`. -/
def fieldEnergy (e : ℕ → ℝ) (B : ℝ) (j : ℕ) : ℝ := e j - j * B
```

Here `B` is an energy, the Zeeman gain per flipped spin, and may have either sign. The Zeeman energy of the state without flips is common to all sectors and is left out. The form `e j - j * B` stands for a physical assumption: the spin component along the field is conserved and every spin has the same magnetic moment. The field then shifts all states of a sector equally, and the lowest state of the sector stays the lowest.

```lean
/-- Among the sectors with `0, ..., n` flipped spins, every sector other than `m` lies
strictly above sector `m` in the field `B`. -/
def IsUniqueGround (e : ℕ → ℝ) (n m : ℕ) (B : ℝ) : Prop :=
  ∀ j ≤ n, j ≠ m → fieldEnergy e B m < fieldEnergy e B j
```

The predicate compares sectors. It says nothing about degeneracy within sector `m`.

```lean
/-- The field at which the sectors `i` and `k` have equal energy, for `i ≠ k`. -/
def crossingField (e : ℕ → ℝ) (i k : ℕ) : ℝ := (e k - e i) / ((k : ℝ) - i)

/-- Height at `m` of the straight line through `(i, e i)` and `(k, e k)`, for `i ≠ k`. -/
def chord (e : ℕ → ℝ) (i k m : ℕ) : ℝ := e i + crossingField e i k * ((m : ℝ) - i)
```

These are \(b_{ik}\) and \(L_{ik}(m)\). The energies are arbitrary real numbers and are not derived from a Hamiltonian. Temperature, the dynamics of a field sweep and terms that mix sectors, such as a transverse field, do not enter.

## From comparisons to an ordering of crossings

The first two lemmas are the pairwise comparisons.

```lean
/-- Sector `m` lies below a sector `i` with fewer flipped spins exactly when the field
exceeds their crossing field. -/
theorem crossingField_lt_iff (e : ℕ → ℝ) (B : ℝ) {i m : ℕ} (h : i < m) :
    crossingField e i m < B ↔ fieldEnergy e B m < fieldEnergy e B i := by
  have hd : (0 : ℝ) < (m : ℝ) - i := sub_pos.2 (Nat.cast_lt.2 h)
  unfold crossingField fieldEnergy
  rw [div_lt_iff₀ hd]
  constructor <;> intro h' <;> nlinarith

/-- Sector `m` lies below a sector `k` with more flipped spins exactly when the field
is smaller than their crossing field. -/
theorem lt_crossingField_iff (e : ℕ → ℝ) (B : ℝ) {m k : ℕ} (h : m < k) :
    B < crossingField e m k ↔ fieldEnergy e B m < fieldEnergy e B k := by
  have hd : (0 : ℝ) < (k : ℝ) - m := sub_pos.2 (Nat.cast_lt.2 h)
  unfold crossingField fieldEnergy
  rw [lt_div_iff₀ hd]
  constructor <;> intro h' <;> nlinarith
```

In each, `hd` records that the difference in flip number is positive. The lemmas `div_lt_iff₀` and `lt_div_iff₀` clear the denominator, and `nlinarith` does the rearrangement.

```lean
/-- The distance of `e m` below the chord from `i` to `k`, with `i < k`, multiplied by `k - i` and
expressed through the energy differences to the two end sectors. -/
theorem chord_gap (e : ℕ → ℝ) {i k : ℕ} (m : ℕ) (h : i < k) :
    (chord e i k m - e m) * ((k : ℝ) - i)
      = (e k - e m) * ((m : ℝ) - i) - (e m - e i) * ((k : ℝ) - m) := by
  have hd : (k : ℝ) - i ≠ 0 := (sub_pos.2 (Nat.cast_lt.2 h)).ne'
  have hc : crossingField e i k * ((k : ℝ) - i) = e k - e i := div_mul_cancel₀ _ hd
  unfold chord
  linear_combination ((m : ℝ) - i) * hc
```

This is the gap identity up to its second line. The auxiliary equation `hc` says that slope times horizontal distance equals the energy difference, and `linear_combination` adds it with weight \(m-i\).

```lean
/-- For `i < m < k`, the energy `e m` lies strictly below the chord from `i` to `k` exactly
when the crossing of `i` with `m` occurs at a smaller field than that of `m` with `k`. -/
theorem below_chord_iff (e : ℕ → ℝ) {i m k : ℕ} (hi : i < m) (hk : m < k) :
    e m < chord e i k m ↔ crossingField e i m < crossingField e m k := by
  have h1 : (0 : ℝ) < (m : ℝ) - i := sub_pos.2 (Nat.cast_lt.2 hi)
  have h2 : (0 : ℝ) < (k : ℝ) - m := sub_pos.2 (Nat.cast_lt.2 hk)
  have h3 : (0 : ℝ) < (k : ℝ) - i := by linarith
  have gap := chord_gap e m (hi.trans hk)
  unfold crossingField
  rw [div_lt_div_iff₀ h1 h2]
  constructor
  · intro h
    have := mul_pos (sub_pos.2 h) h3
    linarith
  · intro h
    have hp : 0 < (chord e i k m - e m) * ((k : ℝ) - i) := by linarith
    exact sub_pos.1 ((mul_pos_iff_of_pos_right h3).1 hp)
```

After `div_lt_div_iff₀` has cross-multiplied the two crossing fields, their ordering says that the right-hand side of `chord_gap` is positive. Since \(k-i>0\), that is the same as a positive gap.

## The criterion for one sector

```lean
/-- An intermediate sector `m`, with `0 < m < n`, is the unique ground sector at some field
if and only if its zero-field energy lies strictly below every chord joining a sector with
fewer flipped spins to one with more. -/
theorem exists_field_iff_below_chords (e : ℕ → ℝ) {n m : ℕ} (h0 : 0 < m) (hn : m < n) :
    (∃ B : ℝ, IsUniqueGround e n m B) ↔
      ∀ i k : ℕ, i < m → m < k → k ≤ n → e m < chord e i k m := by
  constructor
  · rintro ⟨B, hB⟩ i k hi hk hkn
    have hl := (crossingField_lt_iff e B hi).2 (hB i (by omega) (by omega))
    have hu := (lt_crossingField_iff e B hk).2 (hB k hkn (by omega))
    exact (below_chord_iff e hi hk).2 (hl.trans hu)
  · intro h
    -- the most restrictive lower and upper bounds on the field
    obtain ⟨i, hi, hmax⟩ := Finset.exists_max_image (Finset.range m)
      (fun j => crossingField e j m) ⟨0, Finset.mem_range.2 h0⟩
    obtain ⟨k, hk, hmin⟩ := Finset.exists_min_image (Finset.Ioc m n)
      (fun j => crossingField e m j) ⟨n, Finset.mem_Ioc.2 ⟨hn, le_rfl⟩⟩
    have hi' := Finset.mem_range.1 hi
    have hk' := Finset.mem_Ioc.1 hk
    have hlt := (below_chord_iff e hi' hk'.1).1 (h i k hi' hk'.1 hk'.2)
    -- any field between them works; take the midpoint
    refine ⟨(crossingField e i m + crossingField e m k) / 2, fun j hj hjm => ?_⟩
    rcases lt_or_gt_of_ne hjm with hlow | hhigh
    · have hb : crossingField e j m ≤ crossingField e i m :=
        hmax j (Finset.mem_range.2 hlow)
      exact (crossingField_lt_iff e _ hlow).1 (by linarith)
    · have hb : crossingField e m k ≤ crossingField e m j :=
        hmin j (Finset.mem_Ioc.2 ⟨hhigh, hj⟩)
      exact (lt_crossingField_iff e _ hhigh).1 (by linarith)
```

In the forward direction, `hl` and `hu` are \(b_{im}<B\) and \(B<b_{mk}\), and `below_chord_iff` turns their combination into the chord inequality.

The reverse direction rests on `Finset.exists_max_image`. Given a finite set, a function into a linear order and a proof that the set is nonempty, it returns an element of the set at which the function is largest, together with the bound for all other elements. It thus supplies the index `i` and not merely the largest value, and an index is what is needed, because the hypothesis `h` speaks about pairs of sectors. Its companion `Finset.exists_min_image` supplies `k`. The sets are `Finset.range m`, which is \(\{0,\dots,m-1\}\), and `Finset.Ioc m n`, which is \(\{m+1,\dots,n\}\).

The nonemptiness proofs are where `h0` and `hn` are used: sector 0 lies in the first set and sector `n` in the second. For an end sector one of the sets would be empty. There is then no chord to test, and a field of sufficient strength and the right sign always selects that sector.

The final case split checks the midpoint against each sector `j`, using `hmax` below `m` and `hmin` above it.

For a finite cluster of spins 1/2 with equal magnetic moments and a conserved spin component along the field, the criterion lets one read off which intermediate sectors a field can select from the lowest zero-field energy of each sector, without a new diagonalization at each field.

```lean
/-- If `e m` lies strictly above the chord from `i` to `k`, with `i < m < k`, then at every
field at least one of the sectors `i` and `k` is strictly lower in energy than `m`. -/
theorem skipped_of_above_chord (e : ℕ → ℝ) {i m k : ℕ} (hi : i < m) (hk : m < k)
    (h : chord e i k m < e m) (B : ℝ) :
    min (fieldEnergy e B i) (fieldEnergy e B k) < fieldEnergy e B m := by
  have h1 : (0 : ℝ) < (m : ℝ) - i := sub_pos.2 (Nat.cast_lt.2 hi)
  have h2 : (0 : ℝ) < (k : ℝ) - m := sub_pos.2 (Nat.cast_lt.2 hk)
  have h3 : (0 : ℝ) < (k : ℝ) - i := by linarith
  have gap := chord_gap e m (hi.trans hk)
  have hneg := mul_pos (sub_pos.2 h) h3
  rw [min_lt_iff]
  by_contra hc
  simp only [not_or, not_lt] at hc
  -- the field term is linear in the number of flips and cancels from the weighted sum
  have p1 := mul_nonneg h2.le (sub_nonneg.2 hc.1)
  have p2 := mul_nonneg h1.le (sub_nonneg.2 hc.2)
  unfold fieldEnergy at p1 p2
  nlinarith
```

The proof supposes that neither end sector is strictly lower than `m`. The facts `p1` and `p2` are the two energy differences multiplied by the weights \(k-m\) and \(m-i\). Their sum is nonnegative and free of \(B\), which contradicts the chord lying below `e m`.

## When no sector is skipped

If every intermediate sector is to appear, neighbouring sectors are enough to decide the matter. The condition is that
\[
e_{j+2}-2e_{j+1}+e_j>0\qquad\text{for all } j\text{ with } j+2\le n .
\]
It is necessary because, at the field that selects \(j+1\), the two neighbours give \(e_{j+1}-e_j<B<e_{j+2}-e_{j+1}\).

For the converse, the condition says that the steps \(e_{j+1}-e_j\) increase with \(j\). Given \(m\), take \(B=(e_{m+1}-e_{m-1})/2\), the mean of the steps just below and just above \(m\). Since
\[
E_{j+1}(B)-E_j(B)=(e_{j+1}-e_j)-B
\]
is negative for \(j<m\) and positive for \(j\ge m\), the energies fall strictly until \(m\) and rise strictly after it.

```lean
/-- Every intermediate sector is the unique ground sector at some field if and only if
all second differences of the zero-field energies are positive. -/
theorem all_sectors_appear_iff (e : ℕ → ℝ) (n : ℕ) :
    (∀ m, 0 < m → m < n → ∃ B : ℝ, IsUniqueGround e n m B) ↔
      ∀ j, j + 2 ≤ n → 2 * e (j + 1) < e j + e (j + 2) := by
  constructor
  · intro h j hj
    obtain ⟨B, hB⟩ := h (j + 1) (by omega) (by omega)
    have ha := hB j (by omega) (by omega)
    have hb := hB (j + 2) hj (by omega)
    unfold fieldEnergy at ha hb
    push_cast at ha hb
    linarith
  · intro h m h0 hn
    obtain ⟨p, rfl⟩ : ∃ p, m = p + 1 := ⟨m - 1, by omega⟩
    have hp := h p (by omega)
    obtain ⟨B, hB⟩ : ∃ B : ℝ, B = (e (p + 2) - e p) / 2 := ⟨_, rfl⟩
    -- energies in the field rise step by step above the chosen sector
    have up : ∀ t, p + 1 + t + 1 ≤ n → B < e (p + 1 + t + 1) - e (p + 1 + t) ∧
        fieldEnergy e B (p + 1) < fieldEnergy e B (p + 1 + t + 1) := by
      intro t
      induction t with
      | zero =>
        intro _
        have hs : B < e (p + 2) - e (p + 1) := by linarith
        refine ⟨hs, ?_⟩
        change e (p + 1) - ((p + 1 : ℕ) : ℝ) * B < e (p + 2) - ((p + 2 : ℕ) : ℝ) * B
        push_cast
        linarith
      | succ t ih =>
        intro ht
        obtain ⟨hs, hE⟩ := ih (by omega)
        have hc := h (p + 1 + t) (by omega)
        have hs' : B < e (p + 1 + t + 2) - e (p + 1 + t + 1) := by linarith
        refine ⟨hs', ?_⟩
        change fieldEnergy e B (p + 1) < fieldEnergy e B (p + 1 + t + 2)
        unfold fieldEnergy at hE ⊢
        push_cast at hE ⊢
        linarith
    -- and also below it
    have down : ∀ t i, i + t = p → e (i + 1) - e i < B ∧
        fieldEnergy e B (p + 1) < fieldEnergy e B i := by
      intro t
      induction t with
      | zero =>
        intro i hi
        obtain rfl : i = p := by omega
        have hs : e (i + 1) - e i < B := by linarith
        refine ⟨hs, ?_⟩
        unfold fieldEnergy
        push_cast
        linarith
      | succ t ih =>
        intro i hi
        obtain ⟨hs, hE⟩ := ih (i + 1) (by omega)
        have hc := h i (by omega)
        have hs' : e (i + 1) - e i < B := by
          change e (i + 2) - e (i + 1) < B at hs
          linarith
        refine ⟨hs', ?_⟩
        unfold fieldEnergy at hE ⊢
        push_cast at hE ⊢
        linarith
    refine ⟨B, fun j hj hjm => ?_⟩
    rcases lt_or_gt_of_ne hjm with hl | hg
    · exact (down (p - j) j (by omega)).2
    · obtain ⟨t, rfl⟩ : ∃ t, j = p + 1 + t + 1 := ⟨j - (p + 2), by omega⟩
      exact (up t hj).2
```

Lean writes \(m=p+1\), so the chosen field is `(e (p + 2) - e p) / 2`. The statements `up` and `down` are inductions on `t`, where the sector reached is `t + 1` flips away from the selected one. Each carries two facts along: the current step is on the correct side of `B`, and the sector reached lies above sector `p + 1`. The next second difference passes the first fact on, and adding the step passes on the second. For \(n<2\) there is no intermediate sector and no second difference, and both sides of the equivalence hold trivially.

## A sector that beats its neighbours but never wins

For one particular sector, the neighbours do not decide. Take the energies \(0,1,3,0\). They are chosen for easy arithmetic and are not those of three spins 1/2 with a time-reversal-symmetric zero-field Hamiltonian, which would require \(e_1=e_2\). The energies \(0,1,3,1,0\) for four spins respect the corresponding symmetry \(e_j=e_{4-j}\), and sector 1 fails there in the same way: it lies below the chord of its neighbours but above the chord from 0 to 4. Both sets of energies require anisotropic coupling, since a zero-field Hamiltonian invariant under spin rotations would give \(e_1\le e_0\).

```lean
/-- Zero-field energies `0, 1, 3, 0` for zero to three flipped spins. -/
def fourLevels (j : ℕ) : ℝ := if j = 1 then 1 else if j = 2 then 3 else 0
```

The chord from sector 0 to sector 2 has height \(3/2\) at sector 1, above \(e_1=1\). But sector 1 beats sector 0 only for \(B>1\), and it beats sector 3 only if \(1-B<-3B\), that is, for \(B<-1/2\). The obstruction is the long chord from 0 to 3, whose height at sector 1 is zero.

```lean
/-- For the energies `0, 1, 3, 0`, sector `1` lies below the chord of its two neighbours,
yet no field makes it the unique ground sector. -/
theorem neighbours_do_not_suffice :
    fourLevels 1 < chord fourLevels 0 2 1 ∧
      ¬ ∃ B : ℝ, IsUniqueGround fourLevels 3 1 B := by
  constructor
  · norm_num [chord, crossingField, fourLevels]
  · rintro ⟨B, hB⟩
    have ha := hB 0 (by norm_num) (by norm_num)
    have hb := hB 3 (by norm_num) (by norm_num)
    norm_num [fieldEnergy, fourLevels] at ha hb
    linarith

end

end SpinTransitionsInField
```

In the second part, `ha` and `hb` are the comparisons with sectors 0 and 3, and `linarith` finds them contradictory.

```lean
#print axioms SpinTransitionsInField.exists_field_iff_below_chords
#print axioms SpinTransitionsInField.skipped_of_above_chord
#print axioms SpinTransitionsInField.all_sectors_appear_iff
#print axioms SpinTransitionsInField.neighbours_do_not_suffice
```

```
'SpinTransitionsInField.exists_field_iff_below_chords' depends on axioms: [propext, Classical.choice, Quot.sound]
'SpinTransitionsInField.skipped_of_above_chord' depends on axioms: [propext, Classical.choice, Quot.sound]
'SpinTransitionsInField.all_sectors_appear_iff' depends on axioms: [propext, Classical.choice, Quot.sound]
'SpinTransitionsInField.neighbours_do_not_suffice' depends on axioms: [propext, Classical.choice, Quot.sound]
```
